# Matching to the threshold wave of a −b²/z⁴ tail gives a reflectivity of 1 − 4kb to first order in k

Let a particle come in from large z with wavenumber k > 0, and let it be reflected with amplitude −r:

u(z) = exp(−ikz) − r exp(ikz).

At z = 0 this wave has the value 1 − r and the slope −ik(1 + r). Suppose first that value and slope must be those of a multiple of the line z. The line vanishes at z = 0, so r = 1 and everything is reflected. Now shift the line by an imaginary length, to z + ib with b > 0. The value must then be ib times the slope:

1 − r = ib · (−ik)(1 + r) = kb(1 + r).

For small kb the solution lies just below r = 1, and the missing part is 2kb to first order in k. The shifted line carries a current, Im((z + ib)* · 1) = −b, towards smaller z, and this accounts for the loss.

An attractive potential −(ħ²/2m) b²/z⁴, the form of the retarded atom-surface interaction, produces this line at large distance if nothing that gets close to the surface returns. In this one-dimensional model with low-energy matching, slow atoms are therefore almost all reflected by a potential that has no barrier.

```lean
import Mathlib

open Complex Filter Topology ComplexConjugate

namespace QuantumReflection

noncomputable section
```

## Waves near the surface and far from it

At zero energy the Schrödinger equation in the tail is f″ = −(b²/z⁴) f. The length b contains the mass and the strength of the potential. The solution used here is

f(z) = z exp(ib/z).

With time dependence exp(−iEt/ħ), its phase describes motion towards the surface. Choosing it without any admixture of z exp(−ib/z) is a physical assumption: whatever gets close to the surface is lost there and does not return. The tail is also taken to keep its 1/z⁴ form at all distances, although the real interaction changes form close in.

In Lean, b and z are real numbers and the wave is complex.

```lean
/-- The zero-energy wave `z exp(ib/z)` in the tail of the atom-surface potential, for `z ≠ 0`. -/
def innerWave (b z : ℝ) : ℂ := z * Complex.exp (I * b / z)
```

The product rule gives the slope

f′(z) = exp(ib/z) + z · (−ib/z²) exp(ib/z) = exp(ib/z)(1 − ib/z).

It receives its own name, and is shown below to be the derivative.

```lean
/-- The slope `exp(ib/z) (1 - ib/z)` of the zero-energy wave, for `z ≠ 0`. -/
def innerSlope (b z : ℝ) : ℂ := Complex.exp (I * b / z) * (1 - I * b / z)
```

The outer wave is the u(z) of the opening. The minus sign in front of r is a convention that makes r = 1 the case of a node at z = 0.

```lean
/-- The free wave of wavenumber `k` far from the surface: an incoming part `exp(-ikz)` and a
reflected part of amplitude `-r`. -/
def outerWave (k : ℝ) (r : ℂ) (z : ℝ) : ℂ :=
  Complex.exp (-(I * k * z)) - r * Complex.exp (I * k * z)
```

The two waves are joined through their straight-line forms. For z much larger than b, f is close to z + ib. For z much smaller than 1/k, u is close to u(0) + u′(0) z. When kb is small there is a range of distances where both hold, and there the two lines must be proportional:

u(0) = C · ib, u′(0) = C.

The point z = 0 serves only to compare the coefficients of the lines; neither approximation is applied at the surface itself. `Matches b k r` states that some complex C satisfies both equations. This condition is the low-energy approximation of the model, and it defines the amplitude r studied below.

```lean
/-- The matching condition: at `z = 0` the outer wave has the value and the slope of some
multiple `C (z + ib)` of the line `z + ib`. -/
def Matches (b k : ℝ) (r : ℂ) : Prop :=
  ∃ C : ℂ, outerWave k r 0 = C * (I * b) ∧ HasDerivAt (outerWave k r) C 0
```

The expected solution is real, and is defined as a real number.

```lean
/-- The ratio `(1 - kb)/(1 + kb)`, for `1 + kb ≠ 0`. -/
def reflRatio (b k : ℝ) : ℝ := (1 - k * b) / (1 + k * b)
```

## The threshold wave and its current

The first derivative needed is that of the exponent,

d/dz (ib/z) = −ib/z².

The proof applies the quotient rule to a constant divided by z.

```lean
/-- The exponent `ib/z` has derivative `-ib/z²` at every `z ≠ 0`. -/
theorem phase_hasDerivAt (b : ℝ) {z : ℝ} (hz : z ≠ 0) :
    HasDerivAt (fun x : ℝ => I * b / (x : ℂ)) (-(I * b) / (z : ℂ) ^ 2) z := by
  have hz' : (z : ℂ) ≠ 0 := by exact_mod_cast hz
  have hcoe : HasDerivAt (fun x : ℝ => (x : ℂ)) 1 z := by
    simpa using (hasDerivAt_id z).ofReal_comp
  have h := (hasDerivAt_const z (I * (b : ℂ))).fun_div hcoe hz'
  exact h.congr_deriv (by ring)
```

Differentiating f′ once more gives

f″ = exp(ib/z) [(−ib/z²)(1 − ib/z) + ib/z²]
= exp(ib/z) (ib)²/z³
= −(b²/z³) exp(ib/z)
= −(b²/z⁴) f.

The theorem states this as two derivatives at each z > 0: that of `innerWave` is `innerSlope`, and that of `innerSlope` is −(b²/z⁴) f. In the proof, `cexp` and `fun_mul` are the chain and product rules. `linear_combination` then does the algebra, using i² = −1 and z · z⁻¹ = 1.

```lean
/-- The zero-energy wave solves the Schrödinger equation `f'' = -(b²/z⁴) f`: its derivative is
`innerSlope`, and the derivative of `innerSlope` is `-(b²/z⁴) f`. -/
theorem innerWave_schrodinger (b : ℝ) {z : ℝ} (hz : 0 < z) :
    HasDerivAt (innerWave b) (innerSlope b z) z ∧
    HasDerivAt (innerSlope b) (-((b : ℂ) ^ 2 / (z : ℂ) ^ 4) * innerWave b z) z := by
  have hz' : (z : ℂ) ≠ 0 := by exact_mod_cast hz.ne'
  have hzz : (z : ℂ) * (z : ℂ)⁻¹ = 1 := mul_inv_cancel₀ hz'
  have hcoe : HasDerivAt (fun x : ℝ => (x : ℂ)) 1 z := by
    simpa using (hasDerivAt_id z).ofReal_comp
  have hp := phase_hasDerivAt b hz.ne'
  constructor
  · have h := hcoe.fun_mul hp.cexp
    refine h.congr_deriv ?_
    unfold innerSlope
    linear_combination (-(Complex.exp (I * b / z)) * I * b * (z : ℂ)⁻¹) * hzz
  · have h := hp.cexp.fun_mul (hp.const_sub 1)
    refine h.congr_deriv ?_
    unfold innerWave
    linear_combination (Complex.exp (I * b / z) * b ^ 2 * (z : ℂ)⁻¹ ^ 3) * Complex.I_sq
      + (Complex.exp (I * b / z) * b ^ 2 * (z : ℂ)⁻¹ ^ 3) * hzz
```

Since b/z is real, exp(ib/z) has modulus one, and

f* f′ = z (1 − ib/z) = z − ib, so Im(f* f′) = −b.

The current is the same at every distance, and for b > 0 it flows towards the surface. In the proof, `hE` is the statement about the modulus, and `h` is the product z − ib.

```lean
/-- The probability current `Im(f* f')` of the zero-energy wave, in units of `ħ/m`, is `-b` at
every distance from the surface. -/
theorem innerWave_current (b : ℝ) {z : ℝ} (hz : 0 < z) :
    (conj (innerWave b z) * innerSlope b z).im = -b := by
  have hz' : (z : ℂ) ≠ 0 := by exact_mod_cast hz.ne'
  have hzz : (z : ℂ) * (z : ℂ)⁻¹ = 1 := mul_inv_cancel₀ hz'
  -- the exponential is a pure phase
  have hphase : conj (I * (b : ℂ) / (z : ℂ)) + I * b / z = 0 := by
    simp only [map_div₀, map_mul, Complex.conj_I, Complex.conj_ofReal]
    ring
  have hE : conj (Complex.exp (I * b / z)) * Complex.exp (I * b / z) = 1 := by
    rw [← Complex.exp_conj, ← Complex.exp_add, hphase, Complex.exp_zero]
  have h : conj (innerWave b z) * innerSlope b z = z - I * b := by
    simp only [innerWave, innerSlope, map_mul, Complex.conj_ofReal]
    linear_combination ((z : ℂ) * (1 - I * b / z)) * hE - I * b * hzz
  rw [h]
  simp
```

For the behaviour at large z, put t = 1/z. Then

f(z) − z = (exp(ibt) − 1)/t,

which is the difference quotient of exp(ibt) at t = 0, and tends to ib. The slope becomes exp(ibt)(1 − ibt), which tends to 1. These are the two coefficients of the line z + ib. The proof follows the same substitution: the first limit is the derivative `hd` composed with z ↦ z⁻¹, and the second is continuity at t = 0.

```lean
/-- Far from the surface the zero-energy wave approaches the line `z + ib`, and its slope
approaches one. -/
theorem innerWave_asymptote (b : ℝ) :
    Tendsto (fun z : ℝ => innerWave b z - z) atTop (𝓝 (I * b)) ∧
    Tendsto (fun z : ℝ => innerSlope b z) atTop (𝓝 1) := by
  constructor
  · -- with t = 1/z the limit is the derivative of exp(ibt) at t = 0
    have hcoe : HasDerivAt (fun x : ℝ => (x : ℂ)) 1 0 := by
      simpa using (hasDerivAt_id (0 : ℝ)).ofReal_comp
    have hd : HasDerivAt (fun t : ℝ => Complex.exp (I * b * t)) (I * b) 0 :=
      (hcoe.const_mul (I * (b : ℂ))).cexp.congr_deriv (by simp)
    have hinv : Tendsto (fun z : ℝ => z⁻¹) atTop (𝓝[≠] 0) :=
      tendsto_nhdsWithin_iff.2 ⟨tendsto_inv_atTop_zero,
        (eventually_gt_atTop (0 : ℝ)).mono fun z hz => inv_ne_zero hz.ne'⟩
    refine Tendsto.congr (fun z => ?_) ((hasDerivAt_iff_tendsto_slope_zero.1 hd).comp hinv)
    simp [innerWave, div_eq_mul_inv, mul_sub]
  · have hc : Continuous (fun t : ℝ => Complex.exp (I * b * t) * (1 - I * b * t)) := by
      fun_prop
    refine Tendsto.congr (fun z => ?_) ((hc.tendsto' 0 1 (by simp)).comp tendsto_inv_atTop_zero)
    simp [innerSlope, div_eq_mul_inv]
```

## From matching to the amplitude

Differentiating the outer wave at z = 0 gives

u(0) = 1 − r, u′(0) = −ik − ikr = −ik(1 + r).

The slope condition fixes C = −ik(1 + r), and the value condition becomes

1 − r = −ik(1 + r) · ib = kb(1 + r).

Conversely, if this equation holds, the same C satisfies both conditions. The linear equation is thus derived from the matching of value and slope. In Lean, `hC.unique hd` identifies C, because a function has only one derivative at a point.

```lean
/-- Matching value and slope is equivalent to the equation `1 - r = kb (1 + r)`. -/
theorem matches_iff_linear (b k : ℝ) (r : ℂ) :
    Matches b k r ↔ 1 - r = k * b * (1 + r) := by
  have hcoe : HasDerivAt (fun x : ℝ => (x : ℂ)) 1 0 := by
    simpa using (hasDerivAt_id (0 : ℝ)).ofReal_comp
  have h1 := hcoe.const_mul (I * (k : ℂ))
  have hd : HasDerivAt (outerWave k r) (-(I * k) * (1 + r)) 0 := by
    have h := h1.fun_neg.cexp.fun_sub (h1.cexp.const_mul r)
    refine h.congr_deriv ?_
    simp only [Complex.ofReal_zero, mul_zero, neg_zero, Complex.exp_zero]
    ring
  have hv : outerWave k r 0 = 1 - r := by simp [outerWave]
  constructor
  · rintro ⟨C, h0, hC⟩
    rw [hv, hC.unique hd] at h0
    linear_combination h0 - (k * b * (1 + r)) * Complex.I_sq
  · intro h
    refine ⟨_, ?_, hd⟩
    rw [hv]
    linear_combination h + (k * b * (1 + r)) * Complex.I_sq
```

Collecting the terms in r gives

1 − kb = r (1 + kb), so r = (1 − kb)/(1 + kb).

The division is allowed because 1 + kb > 0 for positive b and k. The theorem is an equivalence for an arbitrary complex r, so it contains both existence and uniqueness of the solution.

```lean
/-- For `b, k > 0` the matching condition has exactly one solution, `r = (1 - kb)/(1 + kb)`. -/
theorem matches_iff {b k : ℝ} (hb : 0 < b) (hk : 0 < k) (r : ℂ) :
    Matches b k r ↔ r = (reflRatio b k : ℂ) := by
  have hne : (1 + k * b : ℂ) ≠ 0 := by
    exact_mod_cast (by positivity : (0 : ℝ) < 1 + k * b).ne'
  rw [matches_iff_linear, reflRatio]
  push_cast
  rw [eq_div_iff hne]
  constructor <;> intro h <;> linear_combination -h
```

## A loss linear in the wavenumber

From (1 − kb)² = (1 + kb)² − 4kb it follows that

|r|² = 1 − 4kb/(1 + kb)².

The proof inserts the solution, replaces the complex norm of a real number by its absolute value, and clears the denominator.

```lean
/-- The reflectivity of the matched wave is `|r|² = 1 - 4kb/(1 + kb)²`. -/
theorem reflectivity {b k : ℝ} (hb : 0 < b) (hk : 0 < k) {r : ℂ} (h : Matches b k r) :
    ‖r‖ ^ 2 = 1 - 4 * k * b / (1 + k * b) ^ 2 := by
  rw [(matches_iff hb hk r).1 h, Complex.norm_real, Real.norm_eq_abs, sq_abs, reflRatio,
    div_pow, eq_sub_iff_add_eq, ← add_div, div_eq_one_iff_eq (by positivity)]
  ring
```

Because (1 + kb)² > 1, the subtracted term is positive and smaller than 4kb. Hence, at every k > 0,

1 − 4kb < |r|² < 1.

```lean
/-- At every `k > 0` the reflectivity of the matched wave lies strictly between `1 - 4kb`
and one. -/
theorem reflectivity_bounds {b k : ℝ} (hb : 0 < b) (hk : 0 < k) {r : ℂ}
    (h : Matches b k r) : 1 - 4 * k * b < ‖r‖ ^ 2 ∧ ‖r‖ ^ 2 < 1 := by
  have hx : 0 < k * b := mul_pos hk hb
  have hpos : 0 < 4 * k * b / (1 + k * b) ^ 2 := by positivity
  have hlt : 4 * k * b / (1 + k * b) ^ 2 < 4 * k * b :=
    div_lt_self (by positivity) (by nlinarith)
  rw [reflectivity hb hk h]
  constructor <;> linarith
```

The formula holds for all k > 0, but its physical use is confined to small kb. At kb = 1 it gives r = 0, and for larger kb the reflectivity rises again towards one, where the straight-line forms no longer share a range of distances.

Dividing the change in reflectivity, |r|² − 1, by k gives

(|r|² − 1)/k = −4b/(1 + kb)² → −4b as k → 0 from above.

In the theorem, `r` is any function from real wavenumbers to complex amplitudes that satisfies the matching condition at every k > 0; its values elsewhere play no part. The filter `𝓝[>] 0` expresses the approach from above. The proof obtains the limit of the right-hand side from continuity at k = 0, and then shows that the two sides agree for k > 0.

```lean
/-- If `r k` satisfies the matching condition at every `k > 0`, then `(|r k|² - 1)/k` tends to `-4b`
as `k` tends to zero from above. -/
theorem quantum_reflection_law {b : ℝ} (hb : 0 < b) (r : ℝ → ℂ)
    (hr : ∀ k, 0 < k → Matches b k (r k)) :
    Tendsto (fun k : ℝ => (‖r k‖ ^ 2 - 1) / k) (𝓝[>] 0) (𝓝 (-4 * b)) := by
  have hc : ContinuousAt (fun k : ℝ => -4 * b / (1 + k * b) ^ 2) 0 :=
    ContinuousAt.div (by fun_prop) (by fun_prop) (by simp)
  have hlim : Tendsto (fun k : ℝ => -4 * b / (1 + k * b) ^ 2) (𝓝 0) (𝓝 (-4 * b)) := by
    simpa [ContinuousAt] using hc
  refine (hlim.mono_left nhdsWithin_le_nhds).congr' ?_
  -- for k > 0 the quotient equals -4b/(1 + kb)²
  filter_upwards [self_mem_nhdsWithin] with k hk
  have hk' : 0 < k := hk
  rw [reflectivity hb hk' (hr k hk'), eq_div_iff hk'.ne']
  ring

end

end QuantumReflection
```

This limit concerns the amplitude defined by matching to the threshold line. A different model would take the solution of

f″ + (k² + b²/z⁴) f = 0

that moves purely inwards near the surface, and read r(k) from its form at large z. The amplitude would then belong to the full tail at finite energy. It would no longer be fixed by the equation 1 − r = kb(1 + r), and one way to obtain the limit would be to estimate how far that solution departs from the threshold wave as k → 0.

```lean
#print axioms QuantumReflection.innerWave_current
#print axioms QuantumReflection.innerWave_asymptote
#print axioms QuantumReflection.reflectivity_bounds
#print axioms QuantumReflection.quantum_reflection_law
```

```
'QuantumReflection.innerWave_current' depends on axioms: [propext, Classical.choice, Quot.sound]
'QuantumReflection.innerWave_asymptote' depends on axioms: [propext, Classical.choice, Quot.sound]
'QuantumReflection.reflectivity_bounds' depends on axioms: [propext, Classical.choice, Quot.sound]
'QuantumReflection.quantum_reflection_law' depends on axioms: [propext, Classical.choice, Quot.sound]
```
